# The quantum metric in two directions has trace at least 2|Im Q₀₁| and determinant at least (Im Q₀₁)²

Let \(u\) be a unit vector in a complex inner-product space and let \(a_0,a_1\) be any two vectors in the same space. Define

\[
Q_{ij}=\langle a_i,a_j\rangle-\langle a_i,u\rangle\langle u,a_j\rangle ,\qquad g_{ij}=\operatorname{Re}Q_{ij},\qquad i,j\in\{0,1\}.
\]

Then

\[
\operatorname{tr} g\ \ge\ 2\,|\operatorname{Im}Q_{01}|,\qquad \det g\ \ge\ (\operatorname{Im}Q_{01})^2,
\]

and the second relation is an equality whenever the space has complex dimension two.

## Metric and Berry curvature of a Bloch state

Read \(u\) as the cell-periodic part of a Bloch state at a fixed crystal momentum, and \(a_i=\partial_i u\) as its derivatives along two Cartesian momentum directions. Then \(Q\) is the quantum geometric tensor and \(g\) is the quantum metric, which measures how fast the state changes as the momentum moves. The imaginary part carries the Berry curvature. With the Berry connection \(A_i=i\langle u,\partial_i u\rangle\) and \(\Omega=\partial_0A_1-\partial_1A_0\), one has \(\Omega=-2\operatorname{Im}Q_{01}\), so the two bounds read \(\operatorname{tr}g\ge|\Omega|\) and \(\det g\ge\Omega^2/4\).

For a single isolated band of a non-interacting two-dimensional crystal, the Brillouin-zone average of \(\operatorname{tr}g\) is the gauge-invariant part of the in-plane Wannier spread, so the trace bound limits that quantity from below by the average of \(|\Omega|\). In a two-band tight-binding model, the equality \(\det g=\Omega^2/4\) gives a consistency check on a metric and a curvature computed independently of each other, at each momentum where the two bands do not touch. If both are taken from the same \(Q\) with a normalised \(u\), the equality holds for any vectors \(a_i\), so it does not test whether the derivatives are right.

## Removing the component along the state

Let \(h_i\) be the part of \(a_i\) orthogonal to \(u\):

\[
h_i=a_i-\langle u,a_i\rangle u .
\]

The inner product is conjugate-linear in its first argument, so

\[
\langle h_i,h_j\rangle=\langle a_i,a_j\rangle-\langle u,a_j\rangle\langle a_i,u\rangle-\langle a_i,u\rangle\langle u,a_j\rangle+\langle a_i,u\rangle\langle u,a_j\rangle\langle u,u\rangle .
\]

Since \(\langle u,u\rangle=1\), the last two terms cancel and \(\langle h_i,h_j\rangle=Q_{ij}\). In particular \(g_{00}=\|h_0\|^2\), \(g_{11}=\|h_1\|^2\) and \(g_{01}=g_{10}=\operatorname{Re}\langle h_0,h_1\rangle\).

## The trace bound as a squared norm

Expand the norm of a circular combination of the two vectors:

\[
\|h_0\pm i h_1\|^2=\|h_0\|^2+\|h_1\|^2\pm2\operatorname{Re}\bigl(i\langle h_0,h_1\rangle\bigr)=\operatorname{tr}g\mp2\operatorname{Im}Q_{01}.
\]

Both left-hand sides are non-negative, so \(\operatorname{tr}g\ge2\operatorname{Im}Q_{01}\) and \(\operatorname{tr}g\ge-2\operatorname{Im}Q_{01}\), which together are the trace bound. Equality holds exactly when one of the two norms vanishes, that is, when \(h_0=-ih_1\) or \(h_0=ih_1\).

The same argument gives a weighted bound. For real \(s,t\), expanding \(\|s h_0\pm i t h_1\|^2\ge0\) yields

\[
s^2g_{00}+t^2g_{11}\ \ge\ 2\,|st|\,|\operatorname{Im}Q_{01}| .
\]

This inequality is not stated in the file, but it follows from the trace bound applied to \(s a_0\) and \(t a_1\).

## The determinant bound as a Cauchy–Schwarz gap

The determinant is \(\|h_0\|^2\|h_1\|^2-(\operatorname{Re}\langle h_0,h_1\rangle)^2\). Subtracting \((\operatorname{Im}Q_{01})^2\) completes the squared modulus:

\[
\det g-(\operatorname{Im}Q_{01})^2=\|h_0\|^2\|h_1\|^2-|\langle h_0,h_1\rangle|^2\ \ge\ 0 .
\]

The right-hand side vanishes exactly when \(h_0\) and \(h_1\) are linearly dependent over \(\mathbb C\).

In dimension two, the vectors orthogonal to \(u\) form a complex line. Choose a vector \(v\) spanning it, and write \(h_0=cv\) and \(h_1=dv\) with complex \(c,d\). These are always dependent, so the determinant bound is an equality. The trace bound need not be: if \(h_0=v\ne0\) and \(h_1=0\), then \(\operatorname{tr}g=\|v\|^2\) while \(\operatorname{Im}Q_{01}=0\).

## A third band, and a state of the wrong norm

With three bands there is room for two independent orthogonal directions. Let \(e_0,e_1,e_2\) be the standard basis of \(\mathbb C^3\), and take \(u=e_0\), \(a_0=e_1\), \(a_1=e_2\). Then \(Q\) is the identity matrix, so \(\det g=1\) while \(\operatorname{Im}Q_{01}=0\). These vectors do arise as a state and its derivatives: the normalised family \((1,k_0,k_1)/\sqrt{1+k_0^2+k_1^2}\) produces them at \(k_0=k_1=0\).

Normalisation of \(u\) matters for the inequalities themselves. In \(\mathbb C^2\) take \(u=(2,0)\), \(a_0=(1,0)\), \(a_1=(0,1)\). Then \(Q_{00}=1-4=-3\), \(Q_{11}=1\) and \(Q_{01}=0\), so \(\operatorname{tr}g=-2\) and \(\det g=-3\). Both bounds fail, and so does the two-dimensional equality. Code that uses unnormalised eigenvectors in this formula for \(Q\) can therefore return a metric with a negative eigenvalue.

## Reading the Lean statement

The type `E` is an arbitrary complex inner-product space, which includes \(\mathbb C^n\) and also infinite-dimensional spaces. The hypothesis `hu : ‖u‖ = 1` is the normalisation of the state. The two derivatives are packed into one function `a : Fin 2 → E`, with values `a 0` and `a 1`.

The definition `horiz u a` is the orthogonal part, `qgt u a b` is the tensor element for two given derivatives, and `metric u a` is the real \(2\times2\) matrix \(g\). Lean's `inner ℂ` is conjugate-linear in the first slot, which is the convention used above and fixes the sign of \(\operatorname{Im}Q_{01}\).

The theorem `quantum_metric_bounds` is a conjunction of the trace bound, the determinant bound and the implication from `Module.finrank ℂ E = 2` to equality in the determinant bound. That condition says that the state space has complex dimension two, as in a spinless model with two orbitals per cell.

The vectors in `a` are arbitrary: the file contains no momentum variable, differentiability or Brillouin zone, and the reading as derivatives is supplied by the physics. The theorem concerns one state at one momentum and two directions. It does not treat the tensor of a group of bands, or any integrated quantity such as a Chern number.

```lean
import Mathlib

open scoped InnerProductSpace

namespace QuantumGeometryBounds

noncomputable section

variable {E : Type*} [NormedAddCommGroup E] [InnerProductSpace ℂ E]

/-- The vector `a - ⟨u,a⟩u`. When `u` has norm one, this is the part of `a` orthogonal to `u`. -/
def horiz (u a : E) : E := a - inner ℂ u a • u

/-- The quantum geometric tensor element `⟨a,b⟩ - ⟨a,u⟩⟨u,b⟩` of the state `u`
for the derivatives `a` and `b`. -/
def qgt (u a b : E) : ℂ := inner ℂ a b - inner ℂ a u * inner ℂ u b

/-- The quantum metric for two momentum directions: the real part of the
quantum geometric tensor. -/
def metric (u : E) (a : Fin 2 → E) : Matrix (Fin 2) (Fin 2) ℝ :=
  Matrix.of fun i j => (qgt u (a i) (a j)).re

/-- The quantum geometric tensor is the inner product of the parts of the
derivatives orthogonal to the state. -/
theorem qgt_eq_inner {u : E} (hu : ‖u‖ = 1) (a b : E) :
    qgt u a b = inner ℂ (horiz u a) (horiz u b) := by
  have h : inner ℂ u u = (1 : ℂ) := by
    rw [inner_self_eq_norm_sq_to_K, hu]
    simp
  simp only [qgt, horiz, inner_sub_left, inner_sub_right, inner_smul_left,
    inner_smul_right, inner_conj_symm, h]
  ring

private lemma re_self (x : E) : (inner ℂ x x : ℂ).re = ‖x‖ ^ 2 :=
  inner_self_eq_norm_sq (𝕜 := ℂ) x

private lemma re_symm (x y : E) : (inner ℂ y x : ℂ).re = (inner ℂ x y : ℂ).re := by
  rw [← inner_conj_symm y x, Complex.conj_re]

/-- The trace of the metric minus or plus twice `Im Q₀₁` is the squared norm of a circular
combination of the parts of the two derivatives orthogonal to the state. -/
theorem trace_defect {u : E} (hu : ‖u‖ = 1) (a : Fin 2 → E) :
    (metric u a).trace - 2 * (qgt u (a 0) (a 1)).im
        = ‖horiz u (a 0) + Complex.I • horiz u (a 1)‖ ^ 2 ∧
    (metric u a).trace + 2 * (qgt u (a 0) (a 1)).im
        = ‖horiz u (a 0) - Complex.I • horiz u (a 1)‖ ^ 2 := by
  have ht : (metric u a).trace = ‖horiz u (a 0)‖ ^ 2 + ‖horiz u (a 1)‖ ^ 2 := by
    rw [Matrix.trace_fin_two]
    simp only [metric, Matrix.of_apply, qgt_eq_inner hu]
    rw [re_self (horiz u (a 0)), re_self (horiz u (a 1))]
  rw [ht, qgt_eq_inner hu]
  generalize horiz u (a 0) = x
  generalize horiz u (a 1) = y
  -- the cross term of the squared norm is the imaginary part of the overlap
  have hr : RCLike.re (inner ℂ x (Complex.I • y) : ℂ) = -(inner ℂ x y : ℂ).im := by
    rw [inner_smul_right]
    change (Complex.I * inner ℂ x y).re = _
    simp [Complex.mul_re]
  have hn : ‖Complex.I • y‖ = ‖y‖ := by
    rw [norm_smul, Complex.norm_I, one_mul]
  have h1 := norm_add_sq (𝕜 := ℂ) x (Complex.I • y)
  have h2 := norm_sub_sq (𝕜 := ℂ) x (Complex.I • y)
  rw [hr, hn] at h1 h2
  constructor <;> linarith

/-- The determinant of the metric exceeds `(Im Q₀₁)²` by the Cauchy-Schwarz gap of the parts of the
two derivatives orthogonal to the state. -/
theorem det_defect {u : E} (hu : ‖u‖ = 1) (a : Fin 2 → E) :
    (metric u a).det - (qgt u (a 0) (a 1)).im ^ 2
      = ‖horiz u (a 0)‖ ^ 2 * ‖horiz u (a 1)‖ ^ 2
        - ‖(inner ℂ (horiz u (a 0)) (horiz u (a 1)) : ℂ)‖ ^ 2 := by
  rw [Matrix.det_fin_two, Complex.sq_norm, Complex.normSq_apply]
  simp only [metric, Matrix.of_apply, qgt_eq_inner hu]
  rw [re_self (horiz u (a 0)), re_self (horiz u (a 1)),
    re_symm (horiz u (a 0)) (horiz u (a 1))]
  ring

/-- The trace of the metric equals `2 |Im Q₀₁|` exactly when the parts of the two derivatives
orthogonal to the state differ by a factor `i` or `-i`. -/
theorem trace_saturated_iff {u : E} (hu : ‖u‖ = 1) (a : Fin 2 → E) :
    (metric u a).trace = 2 * |(qgt u (a 0) (a 1)).im| ↔
      horiz u (a 0) = -(Complex.I • horiz u (a 1)) ∨
      horiz u (a 0) = Complex.I • horiz u (a 1) := by
  obtain ⟨h1, h2⟩ := trace_defect hu a
  constructor
  · intro h
    rcases abs_choice (qgt u (a 0) (a 1)).im with e | e
    · left
      rw [e] at h
      have h0 : ‖horiz u (a 0) + Complex.I • horiz u (a 1)‖ ^ 2 = 0 := by linarith
      exact eq_neg_of_add_eq_zero_left (norm_eq_zero.1 (pow_eq_zero_iff two_ne_zero |>.1 h0))
    · right
      rw [e] at h
      have h0 : ‖horiz u (a 0) - Complex.I • horiz u (a 1)‖ ^ 2 = 0 := by linarith
      exact sub_eq_zero.1 (norm_eq_zero.1 (pow_eq_zero_iff two_ne_zero |>.1 h0))
  · -- one defect vanishes, the other is non-negative and fixes the sign of `Im Q₀₁`
    rintro (h | h)
    · have p := sq_nonneg ‖horiz u (a 0) - Complex.I • horiz u (a 1)‖
      rw [← h2] at p
      rw [h, neg_add_cancel, norm_zero] at h1
      rw [abs_of_nonneg (by linarith)]
      linarith
    · have p := sq_nonneg ‖horiz u (a 0) + Complex.I • horiz u (a 1)‖
      rw [← h1] at p
      rw [h, sub_self, norm_zero] at h2
      rw [abs_of_nonpos (by linarith)]
      linarith

/-- The determinant of the metric equals `(Im Q₀₁)²` exactly when the parts of the two derivatives
orthogonal to the state are linearly dependent over the complex numbers. -/
theorem det_saturated_iff {u : E} (hu : ‖u‖ = 1) (a : Fin 2 → E) :
    (metric u a).det = (qgt u (a 0) (a 1)).im ^ 2 ↔
      horiz u (a 0) = 0 ∨ ∃ r : ℂ, horiz u (a 1) = r • horiz u (a 0) := by
  have g := det_defect hu a
  have t : ‖(inner ℂ (horiz u (a 0)) (horiz u (a 1)) : ℂ)‖
        = ‖horiz u (a 0)‖ * ‖horiz u (a 1)‖ ↔
      horiz u (a 0) = 0 ∨ ∃ r : ℂ, horiz u (a 1) = r • horiz u (a 0) :=
    (norm_inner_eq_norm_tfae ℂ (horiz u (a 0)) (horiz u (a 1))).out 0 2
  rw [← t]
  constructor
  · intro h
    refine (sq_eq_sq₀ (norm_nonneg _) (by positivity)).1 ?_
    linear_combination g - h
  · intro h
    rw [h] at g
    linear_combination g

/-- For a normalised state and two momentum directions, the trace of the quantum metric
is at least `2 |Im Q₀₁|` and its determinant at least `(Im Q₀₁)²`; in a two-dimensional
state space the determinant equals `(Im Q₀₁)²`. -/
theorem quantum_metric_bounds {u : E} (hu : ‖u‖ = 1) (a : Fin 2 → E) :
    2 * |(qgt u (a 0) (a 1)).im| ≤ (metric u a).trace ∧
    (qgt u (a 0) (a 1)).im ^ 2 ≤ (metric u a).det ∧
    (Module.finrank ℂ E = 2 → (metric u a).det = (qgt u (a 0) (a 1)).im ^ 2) := by
  refine ⟨?_, ?_, fun hd => ?_⟩
  · obtain ⟨h1, h2⟩ := trace_defect hu a
    have p1 := sq_nonneg ‖horiz u (a 0) + Complex.I • horiz u (a 1)‖
    have p2 := sq_nonneg ‖horiz u (a 0) - Complex.I • horiz u (a 1)‖
    have h : |(qgt u (a 0) (a 1)).im| ≤ (metric u a).trace / 2 :=
      abs_le.2 ⟨by linarith, by linarith⟩
    linarith
  · have g := det_defect hu a
    have c := pow_le_pow_left₀ (norm_nonneg _)
      (norm_inner_le_norm (𝕜 := ℂ) (horiz u (a 0)) (horiz u (a 1))) 2
    rw [mul_pow] at c
    linarith
  · -- with two bands the orthogonal complement of the state is a complex line
    have hu0 : u ≠ 0 := by
      rintro rfl
      simp at hu
    have : Fact (Module.finrank ℂ E = 1 + 1) := ⟨hd⟩
    have h1 : Module.finrank ℂ (Submodule.span ℂ {u})ᗮ = 1 :=
      Submodule.finrank_orthogonal_span_singleton hu0
    obtain ⟨v, -, hv⟩ := finrank_eq_one_iff'.1 h1
    have key : ∀ b : E, ∃ c : ℂ, horiz u b = c • (v : E) := by
      intro b
      have hm : horiz u b ∈ (Submodule.span ℂ {u})ᗮ := by
        rw [Submodule.mem_orthogonal_singleton_iff_inner_right, horiz, inner_sub_right,
          inner_smul_right, inner_self_eq_norm_sq_to_K, hu]
        simp
      obtain ⟨c, hc⟩ := hv ⟨horiz u b, hm⟩
      exact ⟨c, (congrArg Subtype.val hc).symm⟩
    obtain ⟨c, hc⟩ := key (a 0)
    obtain ⟨d, hd'⟩ := key (a 1)
    rw [det_saturated_iff hu, hc, hd']
    by_cases h0 : c = 0
    · left
      rw [h0, zero_smul]
    · right
      exact ⟨d / c, by rw [smul_smul, div_mul_cancel₀ d h0]⟩

/-- In a three-band space, with the state and its two derivatives equal to the three standard basis
vectors, the determinant of the metric is one while `Im Q₀₁` vanishes. -/
theorem three_band_strict :
    (metric (EuclideanSpace.single (0 : Fin 3) (1 : ℂ))
      ![EuclideanSpace.single 1 1, EuclideanSpace.single 2 1]).det = 1 ∧
    (qgt (EuclideanSpace.single (0 : Fin 3) (1 : ℂ))
      (EuclideanSpace.single 1 1) (EuclideanSpace.single 2 1)).im = 0 := by
  constructor <;>
    simp [metric, qgt, Matrix.det_fin_two, EuclideanSpace.inner_single_left]

end

end QuantumGeometryBounds
```

```lean
#print axioms QuantumGeometryBounds.trace_saturated_iff
#print axioms QuantumGeometryBounds.quantum_metric_bounds
#print axioms QuantumGeometryBounds.three_band_strict
```

```
'QuantumGeometryBounds.trace_saturated_iff' depends on axioms: [propext, Classical.choice, Quot.sound]
'QuantumGeometryBounds.quantum_metric_bounds' depends on axioms: [propext, Classical.choice, Quot.sound]
'QuantumGeometryBounds.three_band_strict' depends on axioms: [propext, Classical.choice, Quot.sound]
```

## From orthogonal parts to the two identities

The lemma `qgt_eq_inner` is the first computation above. It obtains \(\langle u,u\rangle=1\) from `hu`, expands the inner product of the two orthogonal parts by linearity, and leaves the cancellation to `ring`. The private lemmas `re_self` and `re_symm` supply \(\operatorname{Re}\langle x,x\rangle=\|x\|^2\) and the symmetry of the real part.

The theorem `trace_defect` proves the identities for both signs together. After the trace has been written as a sum of two squared norms, `generalize` replaces the orthogonal parts by arbitrary vectors `x` and `y`, since their origin no longer matters. The step `hr` evaluates the cross term, \(\operatorname{Re}\langle x,iy\rangle=-\operatorname{Im}\langle x,y\rangle\), and `hn` records that multiplication by \(i\) preserves the norm. Mathlib's `norm_add_sq` and `norm_sub_sq` expand the squares, and `linarith` collects the terms.

The theorem `det_defect` writes out the \(2\times2\) determinant and the squared modulus as real and imaginary parts squared. The remaining identity is polynomial and is closed by `ring`.

## When the bounds are equalities

In `trace_saturated_iff`, the forward direction splits on the sign of \(\operatorname{Im}Q_{01}\) with `abs_choice`. In each case one squared norm from `trace_defect` is zero, which gives the corresponding relation between the orthogonal parts. In the converse direction, the relation makes one squared norm vanish; the other is non-negative and fixes the sign of \(\operatorname{Im}Q_{01}\), so that the absolute value can be removed.

The theorem `det_saturated_iff` expresses linear dependence as "\(h_0=0\), or \(h_1=r h_0\) for some complex \(r\)". Mathlib's `norm_inner_eq_norm_tfae` identifies this with equality in Cauchy–Schwarz. The rest of the proof passes between that equality and its square, which is legitimate because both sides are non-negative.

## The bounds and the two-band equality

The first two parts of `quantum_metric_bounds` follow the derivation directly. For the trace, `abs_le` combines the two one-sided inequalities obtained from the squared norms. For the determinant, the Cauchy–Schwarz inequality `norm_inner_le_norm` is squared and inserted into `det_defect`.

For the equality, `Submodule.finrank_orthogonal_span_singleton` shows that the orthogonal complement of \(u\) has dimension one, and `finrank_eq_one_iff'` provides the spanning vector \(v\). The intermediate statement `key` checks that every orthogonal part lies in that complement and is therefore a multiple of \(v\). Applied to both derivatives, it gives the coefficients \(c\) and \(d\). If \(c=0\), then \(h_0=0\); otherwise \(h_1=(d/c)h_0\). Either case meets the criterion in `det_saturated_iff`.

Finally, `three_band_strict` evaluates the example in \(\mathbb C^3\). `EuclideanSpace.single` denotes a basis vector, and `simp` computes the inner products, the determinant and the imaginary part.
